# Clausius–Mossotti mixing of positive permittivities lies within the Wiener bounds

Let a composite have finitely many components, labelled by \(i\), with real relative permittivities \(\varepsilon_i>0\) and volume fractions \(\varphi_i\ge 0\), where \(\sum_i\varphi_i=1\). Write

\[
c(e)=\frac{e-1}{e+2},\qquad x=\sum_i\varphi_i\,c(\varepsilon_i).
\]

The effective permittivity \(e\neq-2\) is defined by \(c(e)=x\). This rule is postulated: it says that the components' polarisabilities per unit volume add in proportion to volume, with the Lorentz local field acting throughout.

Exactly one such \(e\) exists, and

\[
\frac{1}{\sum_i\varphi_i/\varepsilon_i}\;\le\; e\;\le\;\sum_i\varphi_i\varepsilon_i .
\]

The Wiener bounds are usually stated for the true effective permittivity of any microstructure. Here they concern the number given by the mixing rule, and no field equation is solved. If a value computed with this rule from real, positive permittivities falls outside the two means, the calculation therefore contains an error. A value between them does not show that the rule suits the microstructure.

## Two exact gap formulas

**Existence and uniqueness.** Since \(1-c(\varepsilon_i)=3/(\varepsilon_i+2)\) and \(1+2c(\varepsilon_i)=3\varepsilon_i/(\varepsilon_i+2)\) are positive, so are their averages \(1-x\) and \(1+2x\). For \(e\ne-2\), the equation \(c(e)=x\) reads \(e-1=x(e+2)\), so

\[
e=\frac{1+2x}{1-x}>0 .
\]

**Deviations.** Because \(\sum_i\varphi_i\,[c(\varepsilon_i)-c(e)]=x-x=0\) and \(c(\varepsilon_i)-c(e)=\dfrac{3(\varepsilon_i-e)}{(\varepsilon_i+2)(e+2)}\),

\[
\sum_i\varphi_i\frac{\varepsilon_i-e}{\varepsilon_i+2}=0 .
\]

**Upper bound.** Writing \(\varepsilon_i+2=(\varepsilon_i-e)+(e+2)\) gives

\[
\varepsilon_i-e=\frac{(\varepsilon_i-e)^2}{\varepsilon_i+2}+(e+2)\frac{\varepsilon_i-e}{\varepsilon_i+2}.
\]

The last term averages to zero, so

\[
\sum_i\varphi_i\varepsilon_i-e=\sum_i\varphi_i\frac{(\varepsilon_i-e)^2}{\varepsilon_i+2}\ge0 .
\]

**Lower bound.** Similarly, since \(2(\varepsilon_i-e)-(e+2)\varepsilon_i=-e(\varepsilon_i+2)\),

\[
\frac1{\varepsilon_i}-\frac1e=\frac{2}{e^2}\frac{(\varepsilon_i-e)^2}{\varepsilon_i(\varepsilon_i+2)}-\frac{e+2}{e^2}\frac{\varepsilon_i-e}{\varepsilon_i+2}.
\]

Averaging removes the last term:

\[
\sum_i\frac{\varphi_i}{\varepsilon_i}-\frac1e=\frac{2}{e^2}\sum_i\varphi_i\frac{(\varepsilon_i-e)^2}{\varepsilon_i(\varepsilon_i+2)}\ge0 .
\]

Taking reciprocals of positive numbers gives the lower bound.

**Equality.** Either gap vanishes exactly when \(\varepsilon_i=e\) for every component with \(\varphi_i\neq0\). If those components share a value \(a\), then \(x=c(a)\) and \(e=a\).

## An equal mixture, and a negative permittivity

Take equal fractions of \(\varepsilon_1=1\) and \(\varepsilon_2=4\). The factors are \(0\) and \(1/2\), so \(x=1/4\) and \(e=(3/2)/(3/4)=2\). The harmonic mean is \(1.6\) and the arithmetic mean \(2.5\).

Positivity matters already for existence. With equal fractions of \(\varepsilon_1=1\) and \(\varepsilon_2=-5\), the factors are \(0\) and \(2\), so \(x=1\), and \(e-1=e+2\) has no solution.

## The composite in Lean

The components are indexed by a finite type `ι`, and `φ` and `ε` are real-valued functions on it.

```lean
import Mathlib

open Finset

namespace ClausiusMossottiMixing

noncomputable section

variable {ι : Type*} [Fintype ι] {φ ε : ι → ℝ}
```

The function \(c\) is `cm`. Lean sets division by zero to zero, so `cm (-2)` is `0`; the condition `e ≠ -2` keeps this value from counting as a solution.

```lean
/-- The Clausius-Mossotti factor of a medium with relative permittivity `e`. -/
def cm (e : ℝ) : ℝ := (e - 1) / (e + 2)
```

The average \(x\) is `mixFactor`.

```lean
/-- The volume average of the Clausius-Mossotti factors of the components. -/
def mixFactor (φ ε : ι → ℝ) : ℝ := ∑ i, φ i * cm (ε i)
```

The explicit solution is `effective`.

```lean
/-- The effective permittivity, written explicitly in terms of the averaged factor. -/
def effective (φ ε : ι → ℝ) : ℝ := (1 + 2 * mixFactor φ ε) / (1 - mixFactor φ ε)
```

The hypotheses are collected in `IsComposite`. Positivity is required even of components with zero fraction. Complex (lossy) and tensor permittivities are not covered.

```lean
/-- A composite: nonnegative volume fractions `φ` that sum to one, and positive
permittivities `ε`. -/
structure IsComposite (φ ε : ι → ℝ) : Prop where
  nonneg : ∀ i, 0 ≤ φ i
  sum_one : ∑ i, φ i = 1
  pos : ∀ i, 0 < ε i
```

## Solving the mixing equation

Fractions that sum to one cannot all vanish, so a positive quantity has a positive average.

```lean
/-- The volume average of a positive quantity over a composite is positive. -/
theorem average_pos (h : IsComposite φ ε) {f : ι → ℝ} (hf : ∀ i, 0 < f i) :
    0 < ∑ i, φ i * f i := by
  -- some component is really present, since the fractions sum to one
  have hex : ∃ i, 0 < φ i := by
    by_contra hn
    have h0 : ∑ i, φ i = 0 := Finset.sum_eq_zero fun i _ =>
      le_antisymm (le_of_not_gt fun hi => hn ⟨i, hi⟩) (h.nonneg i)
    linarith [h.sum_one]
  obtain ⟨i, hi⟩ := hex
  exact Finset.sum_pos' (fun j _ => mul_nonneg (h.nonneg j) (hf j).le)
    ⟨i, Finset.mem_univ i, mul_pos hi (hf i)⟩
```

Applied to \(3/(\varepsilon_i+2)\) and \(3\varepsilon_i/(\varepsilon_i+2)\), this gives \(-1/2<x<1\). The equations `e1` and `e2` identify the two averages with \(1-x\) and \(1+2x\).

```lean
/-- The averaged Clausius-Mossotti factor lies strictly between `-1/2` and `1`. -/
theorem mixFactor_range (h : IsComposite φ ε) :
    -1 / 2 < mixFactor φ ε ∧ mixFactor φ ε < 1 := by
  have h1 := average_pos h (f := fun i => 3 / (ε i + 2))
    (fun i => by have := h.pos i; positivity)
  have h2 := average_pos h (f := fun i => 3 * ε i / (ε i + 2))
    (fun i => by have := h.pos i; positivity)
  have e1 : ∑ i, φ i * (3 / (ε i + 2)) = 1 - mixFactor φ ε := by
    rw [mixFactor, ← h.sum_one, ← Finset.sum_sub_distrib]
    refine Finset.sum_congr rfl fun i _ => ?_
    have : ε i + 2 ≠ 0 := by linarith [h.pos i]
    simp only [cm]
    field_simp
    ring
  have e2 : ∑ i, φ i * (3 * ε i / (ε i + 2)) = 1 + 2 * mixFactor φ ε := by
    rw [mixFactor, ← h.sum_one, Finset.mul_sum, ← Finset.sum_add_distrib]
    refine Finset.sum_congr rfl fun i _ => ?_
    have : ε i + 2 ≠ 0 := by linarith [h.pos i]
    simp only [cm]
    field_simp
    ring
  constructor <;> linarith
```

Numerator and denominator of `effective` are then both positive.

```lean
/-- The effective permittivity of a composite is positive. -/
theorem effective_pos (h : IsComposite φ ε) : 0 < effective φ ε := by
  obtain ⟨h1, h2⟩ := mixFactor_range h
  exact div_pos (by linarith) (by linarith)
```

Clearing denominators turns the mixing equation into the explicit formula, in both directions.

```lean
/-- Away from the pole at `-2`, a permittivity solves the mixing equation exactly when it
is the effective permittivity. -/
theorem mixing_iff (h : IsComposite φ ε) {e : ℝ} (he : e ≠ -2) :
    cm e = mixFactor φ ε ↔ e = effective φ ε := by
  have h1 : 1 - mixFactor φ ε ≠ 0 := by linarith [(mixFactor_range h).2]
  have h2 : e + 2 ≠ 0 := fun h0 => he (by linarith)
  rw [cm, effective, div_eq_iff h2, eq_div_iff h1]
  constructor <;> intro hh <;> linear_combination hh
```

## From deviations to bounds

The zero sum of deviations follows from the mixing equation and `sum_one`.

```lean
/-- The deviations of the component factors from the effective factor average to zero. -/
theorem deviation_sum (h : IsComposite φ ε) :
    ∑ i, φ i * (cm (ε i) - cm (effective φ ε)) = 0 := by
  have hm : cm (effective φ ε) = mixFactor φ ε :=
    (mixing_iff h (by linarith [effective_pos h])).2 rfl
  rw [hm]
  simp only [mul_sub, Finset.sum_sub_distrib, ← Finset.sum_mul, h.sum_one, one_mul]
  exact sub_self _
```

In the next proof, `key` is the termwise identity for \(\varepsilon_i-e\), multiplied by \(\varphi_i\) and written with the difference of factors. Summing it and inserting `hz` removes the linear term.

```lean
/-- The arithmetic mean exceeds the effective permittivity by a weighted sum of squared
permittivity differences. -/
theorem arithmetic_gap (h : IsComposite φ ε) :
    ∑ i, φ i * ε i - effective φ ε
      = ∑ i, φ i * ((ε i - effective φ ε) ^ 2 / (ε i + 2)) := by
  have he := effective_pos h
  have hz := deviation_sum h
  generalize effective φ ε = e at he hz ⊢
  have key : ∀ i, φ i * ε i - φ i * e = φ i * ((ε i - e) ^ 2 / (ε i + 2))
      + (e + 2) ^ 2 / 3 * (φ i * (cm (ε i) - cm e)) := fun i => by
    have h1 : ε i + 2 ≠ 0 := by linarith [h.pos i]
    have h2 : e + 2 ≠ 0 := by linarith
    simp only [cm]
    field_simp
    ring
  have hs := Finset.sum_congr (rfl : (univ : Finset ι) = univ) fun i _ => key i
  rw [Finset.sum_sub_distrib, Finset.sum_add_distrib, ← Finset.mul_sum, hz,
    ← Finset.sum_mul, h.sum_one] at hs
  linarith
```

The inverse permittivities are treated in the same way.

```lean
/-- The mean inverse permittivity exceeds the inverse effective permittivity by a weighted
sum of squared permittivity differences. -/
theorem harmonic_gap (h : IsComposite φ ε) :
    ∑ i, φ i / ε i - 1 / effective φ ε = 2 / effective φ ε ^ 2 *
      ∑ i, φ i * ((ε i - effective φ ε) ^ 2 / (ε i * (ε i + 2))) := by
  have he := effective_pos h
  have hz := deviation_sum h
  generalize effective φ ε = e at he hz ⊢
  have key : ∀ i, φ i / ε i - φ i * (1 / e)
      = 2 / e ^ 2 * (φ i * ((ε i - e) ^ 2 / (ε i * (ε i + 2))))
        - (e + 2) ^ 2 / (3 * e ^ 2) * (φ i * (cm (ε i) - cm e)) := fun i => by
    have h0 : ε i ≠ 0 := (h.pos i).ne'
    have h1 : ε i + 2 ≠ 0 := by linarith [h.pos i]
    have h2 : e + 2 ≠ 0 := by linarith
    have h3 : e ≠ 0 := he.ne'
    simp only [cm]
    field_simp
    ring
  have hs := Finset.sum_congr (rfl : (univ : Finset ι) = univ) fun i _ => key i
  rw [Finset.sum_sub_distrib, Finset.sum_sub_distrib, ← Finset.mul_sum, ← Finset.mul_sum,
    hz, ← Finset.sum_mul, h.sum_one] at hs
  linarith
```

The main theorem first states that there is exactly one solution, then that any solution obeys both bounds. Its proof replaces the solution by `effective` and uses the signs of the two gaps.

```lean
/-- Clausius-Mossotti mixing has exactly one solution away from the pole at `-2`, and it
lies between the harmonic and the arithmetic mean of the component permittivities. -/
theorem wiener_bounds (h : IsComposite φ ε) :
    (∃! e : ℝ, e ≠ -2 ∧ cm e = ∑ i, φ i * cm (ε i)) ∧
    ∀ e : ℝ, e ≠ -2 → cm e = ∑ i, φ i * cm (ε i) →
      1 / (∑ i, φ i / ε i) ≤ e ∧ e ≤ ∑ i, φ i * ε i := by
  have he := effective_pos h
  have hne : effective φ ε ≠ -2 := by linarith
  refine ⟨⟨effective φ ε, ⟨hne, (mixing_iff h hne).2 rfl⟩,
    fun e hh => (mixing_iff h hh.1).1 hh.2⟩, fun e h2 hm => ?_⟩
  rw [(mixing_iff h h2).1 hm]
  -- both gaps are sums of nonnegative terms
  have ha : 0 ≤ ∑ i, φ i * ((ε i - effective φ ε) ^ 2 / (ε i + 2)) :=
    Finset.sum_nonneg fun i _ => mul_nonneg (h.nonneg i)
      (div_nonneg (sq_nonneg _) (by linarith [h.pos i]))
  have hb : 0 ≤ ∑ i, φ i * ((ε i - effective φ ε) ^ 2 / (ε i * (ε i + 2))) :=
    Finset.sum_nonneg fun i _ => mul_nonneg (h.nonneg i)
      (div_nonneg (sq_nonneg _) (mul_nonneg (h.pos i).le (by linarith [h.pos i])))
  have hc := mul_nonneg (by positivity : 0 ≤ 2 / effective φ ε ^ 2) hb
  have hle : 1 / effective φ ε ≤ ∑ i, φ i / ε i := by linarith [harmonic_gap h]
  have hS : 0 < ∑ i, φ i / ε i := lt_of_lt_of_le (by positivity) hle
  exact ⟨(one_div_le hS he).2 hle, by linarith [arithmetic_gap h]⟩
```

## When a bound is attained

A sum of nonnegative terms vanishes only if each term does. The positive weight `w` lets one lemma serve both gaps.

```lean
/-- A weighted sum of squared differences from `e` vanishes exactly when every component
present has permittivity `e`. -/
theorem spread_eq_zero_iff (h : IsComposite φ ε) {w : ι → ℝ} (hw : ∀ i, 0 < w i) (e : ℝ) :
    ∑ i, φ i * ((ε i - e) ^ 2 / w i) = 0 ↔ ∀ i, φ i ≠ 0 → ε i = e := by
  rw [Finset.sum_eq_zero_iff_of_nonneg fun i _ =>
    mul_nonneg (h.nonneg i) (div_nonneg (sq_nonneg _) (hw i).le)]
  constructor
  · intro hh i hi
    have h1 := (mul_eq_zero.1 (hh i (Finset.mem_univ i))).resolve_left hi
    have h2 := (div_eq_zero_iff.1 h1).resolve_right (hw i).ne'
    exact sub_eq_zero.1 (pow_eq_zero_iff (two_ne_zero)|>.1 h2)
  · intro hh i _
    by_cases hi : φ i = 0
    · rw [hi, zero_mul]
    · rw [hh i hi, sub_self]
      simp
```

The equality theorem takes `w` to be \(\varepsilon_i+2\) for the arithmetic mean and \(\varepsilon_i(\varepsilon_i+2)\) for the harmonic mean.

```lean
/-- Each Wiener bound is attained exactly when every component present has the effective
permittivity. -/
theorem wiener_equality (h : IsComposite φ ε) :
    (effective φ ε = ∑ i, φ i * ε i ↔ ∀ i, φ i ≠ 0 → ε i = effective φ ε) ∧
    (effective φ ε = 1 / (∑ i, φ i / ε i) ↔ ∀ i, φ i ≠ 0 → ε i = effective φ ε) := by
  have he := effective_pos h
  constructor
  · rw [← spread_eq_zero_iff h (w := fun i => ε i + 2) (fun i => by linarith [h.pos i]),
      ← arithmetic_gap h, sub_eq_zero]
    exact eq_comm
  · rw [← spread_eq_zero_iff h (w := fun i => ε i * (ε i + 2))
      (fun i => mul_pos (h.pos i) (by linarith [h.pos i]))]
    have hg := harmonic_gap h
    have hp : 2 / effective φ ε ^ 2 ≠ 0 := by positivity
    constructor
    · intro hh
      have hS : ∑ i, φ i / ε i = 1 / effective φ ε := by rw [hh, one_div_one_div]
      rw [hS, sub_self] at hg
      exact (mul_eq_zero.1 hg.symm).resolve_left hp
    · intro hh
      rw [hh, mul_zero] at hg
      rw [sub_eq_zero.1 hg, one_div_one_div]

end

end ClausiusMossottiMixing
```

```lean
#print axioms ClausiusMossottiMixing.wiener_bounds
#print axioms ClausiusMossottiMixing.wiener_equality
```

```
'ClausiusMossottiMixing.wiener_bounds' depends on axioms: [propext, Classical.choice, Quot.sound]
'ClausiusMossottiMixing.wiener_equality' depends on axioms: [propext, Classical.choice, Quot.sound]
```
